# Fixed symmetric orbital operators give a rotation-invariant energy of orthonormal orbitals exactly when they differ by multiples of the identity

Orbitals are represented here as the columns of a real coefficient matrix over a finite orthonormal basis, and each orbital label carries its own symmetric operator, fixed in advance and independent of the orbitals. For this model, with no more orbitals than basis functions, the file below shows that the sum of the orbital expectation values is unchanged by every orthogonal mixing of orthonormal orbitals if and only if any two of the operators differ by a multiple of the identity.

In Lean 4 with Mathlib:

```lean
import Mathlib

open Matrix

namespace RedundantRotations

variable {n k : Type*} [Fintype n] [DecidableEq n] [Fintype k] [DecidableEq k]

/-- The `i`-th orbital: column `i` of the coefficient matrix `C`. -/
def orbital (C : Matrix n k ℝ) (i : k) : n → ℝ := fun p => C p i

/-- The functional `∑ᵢ cᵢᵀ Aᵢ cᵢ`, in which orbital `i` sees its own operator `Aᵢ`. -/
def energy (A : k → Matrix n n ℝ) (C : Matrix n k ℝ) : ℝ :=
  ∑ i, orbital C i ⬝ᵥ A i *ᵥ orbital C i

/-- The functional is unchanged by `C ↦ C U` for every `C` with orthonormal columns and
every orthogonal `U`. -/
def RotationInvariant (A : k → Matrix n n ℝ) : Prop :=
  ∀ C : Matrix n k ℝ, Cᵀ * C = 1 → ∀ U : Matrix k k ℝ, Uᵀ * U = 1 →
    energy A (C * U) = energy A C

/-- The Givens matrix: columns `c eᵢ + s eⱼ` at `i`, `-s eᵢ + c eⱼ` at `j`, and `e_q`
elsewhere. -/
def givens (i j : k) (c s : ℝ) : Matrix k k ℝ :=
  Matrix.of fun p q =>
    if q = i then c * (1 : Matrix k k ℝ) p i + s * (1 : Matrix k k ℝ) p j
    else if q = j then -s * (1 : Matrix k k ℝ) p i + c * (1 : Matrix k k ℝ) p j
    else (1 : Matrix k k ℝ) p q

/-- The coefficient matrix whose orbital `q` is the basis function `f q`. -/
def selector (f : k ↪ n) : Matrix n k ℝ :=
  Matrix.of fun p q => if p = f q then 1 else 0

omit [DecidableEq n] [Fintype k] [DecidableEq k] in
/-- The entries of `Cᵀ C` are the overlaps of the orbitals. -/
theorem overlap_apply (C : Matrix n k ℝ) (p q : k) :
    (Cᵀ * C) p q = orbital C p ⬝ᵥ orbital C q := by
  simp [mul_apply, orbital, dotProduct]

omit [Fintype n] [DecidableEq n] in
/-- Multiplying by the Givens matrix mixes orbitals `i` and `j` and leaves the others alone. -/
theorem orbital_mul_givens (C : Matrix n k ℝ) (i j : k) (c s : ℝ) (q : k) :
    orbital (C * givens i j c s) q =
      if q = i then c • orbital C i + s • orbital C j
      else if q = j then (-s) • orbital C i + c • orbital C j
      else orbital C q := by
  funext p
  by_cases h1 : q = i
  · simp only [orbital, givens, mul_apply, of_apply, if_pos h1]
    simp [orbital, one_apply, mul_add, Finset.sum_add_distrib]
    ring
  · by_cases h2 : q = j
    · simp only [orbital, givens, mul_apply, of_apply, if_neg h1, if_pos h2]
      simp [orbital, one_apply, mul_add, Finset.sum_add_distrib]
      ring
    · simp only [orbital, givens, mul_apply, of_apply, if_neg h1, if_neg h2]
      simp [one_apply]

/-- For `i ≠ j` and `c² + s² = 1` the Givens matrix is orthogonal. -/
theorem givens_orthogonal {i j : k} (hij : i ≠ j) {c s : ℝ} (hcs : c ^ 2 + s ^ 2 = 1) :
    (givens i j c s)ᵀ * givens i j c s = 1 := by
  have hji := hij.symm
  have hcol := orbital_mul_givens (1 : Matrix k k ℝ) i j c s
  simp only [Matrix.one_mul] at hcol
  have h : ∀ a b : k, orbital (1 : Matrix k k ℝ) a ⬝ᵥ orbital (1 : Matrix k k ℝ) b
      = if a = b then 1 else 0 := by
    intro a b
    rw [← overlap_apply, transpose_one, Matrix.one_mul, one_apply]
  have tri : ∀ p : k, p = i ∨ p = j ∨ (p ≠ i ∧ p ≠ j ∧ i ≠ p ∧ j ≠ p) := by
    intro p
    by_cases h1 : p = i
    · exact Or.inl h1
    · by_cases h2 : p = j
      · exact Or.inr (Or.inl h2)
      · exact Or.inr (Or.inr ⟨h1, h2, Ne.symm h1, Ne.symm h2⟩)
  ext p q
  rw [overlap_apply, hcol p, hcol q]
  have hp := tri p
  have hq := tri q
  clear hcol tri
  rcases hp with rfl | rfl | ⟨h1, h2, h3, h4⟩ <;>
    rcases hq with rfl | rfl | ⟨h5, h6, h7, h8⟩ <;>
    simp [*, add_dotProduct, dotProduct_add, smul_dotProduct, dotProduct_smul, one_apply] <;>
    linarith [hcs]

omit [DecidableEq n] in
/-- For `i ≠ j`, symmetric `Aᵢ`, `Aⱼ` and `c² + s² = 1`, the exact change of the functional under a
rotation of orbitals `i`, `j`: with `D = Aᵢ - Aⱼ` it is `s² (cⱼᵀ D cⱼ - cᵢᵀ D cᵢ) + 2 c s cᵢᵀ D cⱼ`.
-/
theorem energy_givens (A : k → Matrix n n ℝ) (C : Matrix n k ℝ) {i j : k} (hij : i ≠ j)
    (hi : (A i).IsSymm) (hj : (A j).IsSymm) (c s : ℝ) (hcs : c ^ 2 + s ^ 2 = 1) :
    energy A (C * givens i j c s) - energy A C =
      s ^ 2 * (orbital C j ⬝ᵥ (A i - A j) *ᵥ orbital C j
        - orbital C i ⬝ᵥ (A i - A j) *ᵥ orbital C i)
      + 2 * c * s * (orbital C i ⬝ᵥ (A i - A j) *ᵥ orbital C j) := by
  have hsym : ∀ B : Matrix n n ℝ, B.IsSymm → ∀ x y : n → ℝ, x ⬝ᵥ B *ᵥ y = y ⬝ᵥ B *ᵥ x := by
    intro B hB x y
    rw [dotProduct_mulVec, ← mulVec_transpose, hB.eq, dotProduct_comm]
  have h1 := hsym (A i) hi (orbital C j) (orbital C i)
  have h2 := hsym (A j) hj (orbital C j) (orbital C i)
  unfold energy
  -- only the terms `i` and `j` of the sum change
  rw [← Finset.sum_sub_distrib, Fintype.sum_eq_add i j hij]
  · simp only [orbital_mul_givens, eq_self, if_true, if_neg hij.symm, mulVec_add, mulVec_smul,
      sub_mulVec, add_dotProduct, dotProduct_add, dotProduct_sub, smul_dotProduct,
      dotProduct_smul, smul_eq_mul, h1, h2]
    linear_combination (orbital C i ⬝ᵥ A i *ᵥ orbital C i
      + orbital C j ⬝ᵥ A j *ᵥ orbital C j) * hcs
  · intro q hq
    simp only [orbital_mul_givens, if_neg hq.1, if_neg hq.2, sub_self]

omit [DecidableEq k] in
/-- With at least as many basis functions as orbitals, distinct orbitals `i`, `j` can be sent
to any distinct basis functions `a`, `b` by an injective assignment. -/
theorem exists_assignment (hcard : Fintype.card k ≤ Fintype.card n) {i j : k} (hij : i ≠ j)
    {a b : n} (hab : a ≠ b) : ∃ f : k ↪ n, f i = a ∧ f j = b := by
  obtain ⟨e⟩ := Function.Embedding.nonempty_of_card_le hcard
  obtain ⟨g, hg⟩ : ∃ g : k ↪ n, g i = a :=
    ⟨e.trans (Equiv.swap (e i) a).toEmbedding, by simp⟩
  have hne : a ≠ g j := fun h => hij (g.injective (hg.trans h))
  refine ⟨g.trans (Equiv.swap (g j) b).toEmbedding, ?_, by simp⟩
  simp [hg, Equiv.swap_apply_of_ne_of_ne hne hab]

/-- For `i ≠ j`, symmetric `Aᵢ`, `Aⱼ` and no more orbitals than basis functions: if the functional
is unchanged by all rotations of the single pair `i`, `j` of orthonormal orbitals, then `Aᵢ - Aⱼ` is
a multiple of the identity. -/
theorem scalar_of_givens_invariant (hcard : Fintype.card k ≤ Fintype.card n)
    (A : k → Matrix n n ℝ) {i j : k} (hij : i ≠ j) (hi : (A i).IsSymm) (hj : (A j).IsSymm)
    (hinv : ∀ C : Matrix n k ℝ, Cᵀ * C = 1 → ∀ c s : ℝ, c ^ 2 + s ^ 2 = 1 →
      energy A (C * givens i j c s) = energy A C) :
    ∃ r : ℝ, A i - A j = r • (1 : Matrix n n ℝ) := by
  have key : ∀ a b : n, a ≠ b →
      (A i - A j) b b = (A i - A j) a a ∧ (A i - A j) a b = 0 := by
    intro a b hab
    obtain ⟨f, hfi, hfj⟩ := exists_assignment hcard hij hab
    have hC : (selector f)ᵀ * selector f = 1 := by
      ext p q
      by_cases h : p = q
      · subst h
        simp [mul_apply, selector]
      · simp [mul_apply, selector, one_apply, h, Ne.symm h]
    have hel : ∀ (D : Matrix n n ℝ) (p q : k),
        orbital (selector f) p ⬝ᵥ D *ᵥ orbital (selector f) q = D (f p) (f q) := by
      intro D p q
      simp [orbital, selector, dotProduct, mulVec]
    -- a quarter turn probes the diagonal, a generic angle the off-diagonal element
    have h1 := energy_givens A (selector f) hij hi hj 0 1 (by norm_num)
    have h2 := energy_givens A (selector f) hij hi hj (3 / 5) (4 / 5) (by norm_num)
    rw [hinv _ hC 0 1 (by norm_num), sub_self] at h1
    rw [hinv _ hC (3 / 5) (4 / 5) (by norm_num), sub_self] at h2
    simp only [hel, hfi, hfj] at h1 h2
    constructor <;> linarith
  obtain ⟨e⟩ := Function.Embedding.nonempty_of_card_le hcard
  refine ⟨(A i - A j) (e i) (e i), ?_⟩
  ext a b
  by_cases h : a = b
  · subst h
    rw [Matrix.smul_apply, one_apply_eq, smul_eq_mul, mul_one]
    by_cases ha : a = e i
    · rw [ha]
    · exact (key (e i) a (Ne.symm ha)).1
  · rw [Matrix.smul_apply, one_apply_ne h, smul_zero]
    exact (key a b h).2

/-- If `Aᵢ = F + rᵢ 1`, then on orthonormal orbitals the functional is `Tr (Cᵀ F C) + ∑ᵢ rᵢ`. -/
theorem energy_shifted (F : Matrix n n ℝ) (r : k → ℝ) (C : Matrix n k ℝ) (hC : Cᵀ * C = 1) :
    energy (fun i => F + r i • (1 : Matrix n n ℝ)) C = trace (Cᵀ * F * C) + ∑ i, r i := by
  unfold energy trace
  rw [← Finset.sum_add_distrib]
  refine Finset.sum_congr rfl fun i _ => ?_
  have h1 : orbital C i ⬝ᵥ orbital C i = 1 := by rw [← overlap_apply, hC, one_apply_eq]
  have h2 : (Cᵀ * F * C) i i = orbital C i ⬝ᵥ F *ᵥ orbital C i := by
    rw [Matrix.mul_assoc]
    simp [mul_apply, orbital, dotProduct, mulVec]
  simp [add_mulVec, smul_mulVec, h1, h2]

/-- For symmetric `Aᵢ` and no more orbitals than basis functions, `∑ᵢ cᵢᵀ Aᵢ cᵢ` is invariant
under all orthogonal mixings of orthonormal orbitals exactly when every `Aᵢ - Aⱼ` is a
multiple of the identity. -/
theorem rotationInvariant_iff (hcard : Fintype.card k ≤ Fintype.card n)
    (A : k → Matrix n n ℝ) (hA : ∀ i, (A i).IsSymm) :
    RotationInvariant A ↔ ∀ i j, ∃ r : ℝ, A i - A j = r • (1 : Matrix n n ℝ) := by
  constructor
  · intro h i j
    by_cases hij : i = j
    · exact ⟨0, by simp [hij]⟩
    · exact scalar_of_givens_invariant hcard A hij (hA i) (hA j)
        fun C hC c s hcs => h C hC _ (givens_orthogonal hij hcs)
  · intro h C hC U hU
    rcases isEmpty_or_nonempty k with hk | ⟨⟨i0⟩⟩
    · simp [energy]
    choose r hr using fun i => h i i0
    have hA' : A = fun i => A i0 + r i • (1 : Matrix n n ℝ) :=
      funext fun i => by rw [← hr i]; abel
    have key : ∀ D : Matrix n k ℝ, Dᵀ * D = 1 →
        energy A D = trace (Dᵀ * A i0 * D) + ∑ i, r i := fun D hD =>
      (congrArg (fun B => energy B D) hA').trans (energy_shifted _ _ _ hD)
    have hCU : (C * U)ᵀ * (C * U) = 1 := by
      rw [transpose_mul, Matrix.mul_assoc, ← Matrix.mul_assoc Cᵀ, hC, Matrix.one_mul, hU]
    have hm : (C * U)ᵀ * A i0 * (C * U) = Uᵀ * (Cᵀ * A i0 * C) * U := by
      simp only [transpose_mul, Matrix.mul_assoc]
    -- cyclicity of the trace removes `U`
    rw [key _ hCU, key _ hC, hm, trace_mul_cycle Uᵀ _ U, mul_eq_one_comm.mp hU, Matrix.one_mul]

/-- For one symmetric operator `F` with occupations `wᵢ` and no more orbitals than basis functions,
the functional `∑ᵢ cᵢᵀ (wᵢ F) cᵢ` is invariant exactly when all occupations agree or `F` is a
multiple of the identity. -/
theorem rotationInvariant_occupations_iff (hcard : Fintype.card k ≤ Fintype.card n)
    (F : Matrix n n ℝ) (hF : F.IsSymm) (w : k → ℝ) :
    RotationInvariant (fun i => w i • F) ↔
      (∀ i j, w i = w j) ∨ ∃ r : ℝ, F = r • (1 : Matrix n n ℝ) := by
  rw [rotationInvariant_iff hcard _ fun i => hF.smul (w i)]
  constructor
  · intro h
    by_cases hw : ∀ i j, w i = w j
    · exact Or.inl hw
    · simp only [not_forall] at hw
      obtain ⟨i, j, hne⟩ := hw
      obtain ⟨r, hr⟩ := h i j
      have hr' : w i • F - w j • F = r • (1 : Matrix n n ℝ) := hr
      refine Or.inr ⟨(w i - w j)⁻¹ * r, ?_⟩
      rw [mul_smul, ← hr', ← sub_smul, smul_smul, inv_mul_cancel₀ (sub_ne_zero.mpr hne),
        one_smul]
  · rintro (hw | ⟨r, hr⟩) i j
    · exact ⟨0, by simp [hw i j]⟩
    · refine ⟨(w i - w j) * r, ?_⟩
      show w i • F - w j • F = _
      rw [← sub_smul, hr, smul_smul]

/-- With `A₀ = 0` and the antisymmetric `A₁ = [[0, 1], [-1, 0]]` the functional is invariant,
while `A₁ - A₀` is not a multiple of the identity. -/
theorem antisymmetric_counterexample :
    RotationInvariant (![0, !![0, 1; -1, 0]] : Fin 2 → Matrix (Fin 2) (Fin 2) ℝ) ∧
      ¬ ∃ r : ℝ, (!![0, 1; -1, 0] - 0 : Matrix (Fin 2) (Fin 2) ℝ) = r • 1 := by
  constructor
  · have h : ∀ D : Matrix (Fin 2) (Fin 2) ℝ,
        energy (![0, !![0, 1; -1, 0]] : Fin 2 → Matrix (Fin 2) (Fin 2) ℝ) D = 0 := by
      intro D
      simp [energy, Fin.sum_univ_two, dotProduct, mulVec]
      ring
    intro C _ U _
    rw [h, h]
  · rintro ⟨r, hr⟩
    have h01 := congrFun (congrFun hr 0) 1
    simp at h01

end RedundantRotations
```

```lean
#print axioms RedundantRotations.rotationInvariant_occupations_iff
-- 'RedundantRotations.rotationInvariant_occupations_iff' depends on axioms: [propext, Classical.choice, Quot.sound]
#print axioms RedundantRotations.antisymmetric_counterexample
-- 'RedundantRotations.antisymmetric_counterexample' depends on axioms: [propext, Classical.choice, Quot.sound]
```

## Orbitals, operators and the invariance condition

The finite types `n` and `k` label basis functions and orbitals. Write $N$ and $K$ for their numbers of elements, `Fintype.card n` and `Fintype.card k`. A coefficient matrix $C$ is real and $N\times K$, and `orbital C i` is its column $\mathbf c_i\in\mathbb R^N$. The family `A : k → Matrix n n ℝ` assigns an $N\times N$ matrix $A_i$ to each orbital label $i$, and `energy A C` is

$$E(C)=\sum_i \mathbf c_i^{T}A_i\,\mathbf c_i .$$

The condition $C^TC=1$ says $\mathbf c_p^T\mathbf c_q=\delta_{pq}$ for orbital labels $p,q$. No overlap matrix appears, so the basis itself is orthonormal. A real $K\times K$ matrix $U$ with $U^TU=1$ mixes the orbitals among themselves, column $q$ of $CU$ being $\sum_p \mathbf c_p U_{pq}$; reflections count as well as proper rotations. `RotationInvariant A` states $E(CU)=E(C)$ for every such $C$ and every such $U$.

The theorem `rotationInvariant_iff` says that this invariance holds exactly when, for all $i,j$, there is a real number $r$ with $A_i-A_j=r\,1$. It has two hypotheses. `hA` makes each $A_i$ symmetric, as the matrix of a Hermitian operator is whenever its entries are real. `hcard` is $K\le N$, the condition for $K$ orthonormal orbitals to fit in the basis; for $K>N$ there is no admissible $C$ and invariance would be an empty requirement.

In this text an orbital rotation is called redundant when it leaves the energy unchanged at every angle, so that the angle is not a variational parameter; this is a condition on the energy, not on the many-electron state. For a non-interacting energy with fixed one-electron operators in a finite real basis, the theorem identifies when all rotations among the $K$ orbitals are redundant at every orthonormal $C$. A shift $r\,1$ adds the constant $r$ to the expectation value of any normalised orbital, and such constants are all that may distinguish one label from another. Two-electron terms, Fock operators that depend on $C$, complex orbitals and non-orthogonal bases are not treated. The statement also concerns all $C$ at once: when it fails and $K<N$, the energy may still be unchanged by every $U$ at a particular $C$.

## Energy change under a rotation of two orbitals

Fix labels $i\ne j$ and real numbers $c,s$ with $c^2+s^2=1$, the cosine and sine of an angle. Let $G$ be `givens i j c s`, whose column $i$ is $c\,\mathbf e_i+s\,\mathbf e_j$, whose column $j$ is $-s\,\mathbf e_i+c\,\mathbf e_j$, and whose other columns are the unit vectors $\mathbf e_q$ of $\mathbb R^K$. The columns of $CG$ are

$$\mathbf c_i'=c\,\mathbf c_i+s\,\mathbf c_j,\qquad \mathbf c_j'=-s\,\mathbf c_i+c\,\mathbf c_j,\qquad \mathbf c_q'=\mathbf c_q\quad(q\ne i,j).$$

This is `orbital_mul_givens`, proved by the three cases for $q$. The two mixed columns of $G$ have squared length $c^2+s^2=1$ and overlap $-cs+sc=0$, and they are orthogonal to the other unit vectors, so $G^TG=1$. In `givens_orthogonal` the columns come from the previous lemma applied to $C=1$, `overlap_apply` turns entries of $G^TG$ into dot products, and the nine combinations of two labels, each equal to $i$, to $j$ or to neither, are treated in turn.

For an $N\times N$ matrix $B$ put $B^{pq}=\mathbf c_p^TB\,\mathbf c_q$. If $B$ is symmetric then $B^{ij}=B^{ji}$, and the two terms of $E$ that change become

$$\mathbf c_i'^{T}A_i\mathbf c_i'=c^2A_i^{ii}+2cs\,A_i^{ij}+s^2A_i^{jj},\qquad \mathbf c_j'^{T}A_j\mathbf c_j'=s^2A_j^{ii}-2cs\,A_j^{ij}+c^2A_j^{jj}.$$

Subtracting the old terms $A_i^{ii}+A_j^{jj}$ and using $c^2-1=-s^2$ gives $s^2(A_i^{jj}-A_j^{jj})-s^2(A_i^{ii}-A_j^{ii})+2cs(A_i^{ij}-A_j^{ij})$. With $D=A_i-A_j$,

$$E(CG)-E(C)=s^2\,(D^{jj}-D^{ii})+2cs\,D^{ij}.$$

The theorem `energy_givens` states this for any $C$, orthonormal or not, and assumes symmetry of $A_i$ and $A_j$ but of no other operator. In its proof `hsym` is $B^{ij}=B^{ji}$, and `Fintype.sum_eq_add` reduces the sum of differences to the terms $i$ and $j$. After expansion the two sides differ by $(c^2+s^2-1)(A_i^{ii}+A_j^{jj})$, which is the multiple of `hcs` handed to `linear_combination`.

## Invariance forces a scalar difference

Take two distinct basis functions $a\ne b$ and choose orbitals that are themselves basis functions, all different, with $a$ as orbital $i$ and $b$ as orbital $j$. This $C$ has orthonormal columns, and $D^{ii}=D_{aa}$, $D^{jj}=D_{bb}$, $D^{ij}=D_{ab}$ are plain matrix entries. If the energy is unchanged, the quarter turn $(c,s)=(0,1)$ gives $D_{bb}-D_{aa}=0$. The rotation $(c,s)=(3/5,4/5)$ gives $\tfrac{16}{25}(D_{bb}-D_{aa})+\tfrac{24}{25}D_{ab}=0$, hence $D_{ab}=0$. Since $a\neq b$ were arbitrary, $D$ is diagonal with equal diagonal entries, that is $D=r\,1$.

The choice of orbitals is an injective map $f$ from orbital labels to basis labels with $f(i)=a$ and $f(j)=b$. `exists_assignment` starts from any injection $e$, available because $K\le N$, and exchanges $e(i)$ with $a$ to obtain an injection $g$ with $g(i)=a$. It then exchanges $g(j)$ with $b$, which leaves $a$ in place because $a$ differs from both. `selector f` is the resulting matrix of zeros and ones. In `scalar_of_givens_invariant`, `hC` is its orthonormality, `hel` reads expectation values as entries, `h1` and `h2` are the two rotations, and `linarith` solves the two linear equations. The number $r$ is taken as the diagonal entry of $D$ at one reference basis function.

This theorem assumes invariance only under rotations of the single pair $i,j$, which is less than `RotationInvariant`. The forward half of `rotationInvariant_iff` applies it to each pair $i\neq j$ and uses $r=0$ for $i=j$.

## Scalar differences give a trace

Conversely, suppose all differences are scalar. Pick one label $i_0$, set $F=A_{i_0}$ and write $A_i=F+r_i\,1$ with real $r_i$. For orthonormal $C$,

$$E(C)=\sum_i\left(\mathbf c_i^TF\mathbf c_i+r_i\,\mathbf c_i^T\mathbf c_i\right)=\operatorname{Tr}(C^TFC)+\sum_i r_i,$$

which is `energy_shifted`, proved term by term from $\mathbf c_i^T\mathbf c_i=1$ and $(C^TFC)_{ii}=\mathbf c_i^TF\mathbf c_i$. The matrix $CU$ is again orthonormal, since $(CU)^T(CU)=U^TC^TCU=U^TU=1$ (`hCU`), so the same formula applies to it. With $M=C^TFC$ one has $(CU)^TF(CU)=U^TMU$ (`hm`), and

$$\operatorname{Tr}(U^TMU)=\operatorname{Tr}(UU^TM)=\operatorname{Tr}M .$$

The first equality is `trace_mul_cycle`; the second needs $UU^T=1$, which follows from $U^TU=1$ for a square matrix by `mul_eq_one_comm`. This half of the proof uses neither symmetry nor $K\le N$. The case $K=0$, where no $i_0$ exists, is an equality of empty sums.

## One operator with occupation numbers

Let $F$ be one symmetric matrix and $A_i=w_iF$ with real weights $w_i$, read as occupation numbers. Then $A_i-A_j=(w_i-w_j)F$. This is scalar for all pairs if the weights are all equal or if $F$ is scalar. Conversely, if $w_i\ne w_j$ for some pair and $(w_i-w_j)F=r\,1$, then $F=\frac{r}{w_i-w_j}\,1$. So for $K\le N$, `rotationInvariant_occupations_iff` states that $\sum_i w_i\,\mathbf c_i^TF\mathbf c_i$ is invariant exactly when all $w_i$ agree or $F$ is a multiple of the identity. In this non-interacting model with non-scalar $F$, equal occupations make all rotations redundant, while mixing doubly with singly occupied orbitals, or occupied with empty ones of weight zero, changes the energy for some orthonormal $C$.

The rotation formula also suggests a version for one pair inside a larger set: if $D=r\,1$ and $C$ is orthonormal, then $D^{ii}=D^{jj}=r$ and $D^{ij}=0$, so the $i$–$j$ rotation costs nothing whatever the other operators are. No theorem in the file states this pairwise converse, nor the explicit angle dependence given below.

## Why symmetry is assumed, and the smallest sizes

A quadratic form $\mathbf x^TB\mathbf x$ vanishes for every vector $\mathbf x$ when $B$ is antisymmetric. The theorem `antisymmetric_counterexample` takes $N=K=2$ with labels $0,1$, $A_0=0$ and $A_1=\begin{pmatrix}0&1\\-1&0\end{pmatrix}$. Then $E(C)=x_0x_1-x_1x_0=0$ for $\mathbf c_1=(x_0,x_1)$, so the functional is invariant, while $A_1-A_0$ has the entry $1$ at position $(0,1)$ and is not scalar. The equivalence therefore fails for general real matrices.

The main theorem does not require $K\ge2$. For $K=1$ the only difference is $A_i-A_i=0$, and $U=\pm1$ at most flips the sign of the one orbital, so both sides hold for any $A_i$. The first case with content is $N=K=2$. With weights $w_0=1$, $w_1=0$, $C=1$ and $(c,s)=(\cos\theta,\sin\theta)$ for an angle $\theta$,

$$E(G)=\tfrac12(F_{00}+F_{11})+\tfrac12(F_{00}-F_{11})\cos2\theta+F_{01}\sin2\theta ,$$

which is the energy of one occupied orbital in a two-level system. It is independent of $\theta$ exactly when $F_{00}=F_{11}$ and $F_{01}=0$, the two equations that the quarter turn and the $(3/5,4/5)$ rotation extract.
